# Four exchange-coupled spins can have no negative one-flip energy and still a singlet below the high-spin state

Q: Before I call the high-spin state of a four-centre exchange model its ground state, I'm told to diagonalise the two-flip sector as well. If no single flip lowers the energy, why bother?

A: Because two flips can. Take spins one-half on sites 0 to 3 and $H=\sum_{i<j}J_{ij}(1-P_{ij})$, where $P_{ij}$ exchanges spins $i$ and $j$. The coupling is $1$ around the ring 0–1–3–2–0 and $-x$ on the diagonals 0–3 and 1–2. Since $1-P_{ij}$ is $0$ on a pair triplet and $2$ on a pair singlet, positive $J_{ij}$ is ferromagnetic here. The aligned state has energy $0$. For $1/2<x<1$ no one-flip energy is negative, yet a two-flip singlet has energy $2-4x<0$.

Q: Show me the one-flip sector.

A: Let $a_i$ be the amplitude with site $i$ flipped. Then $(Ha)_i=\sum_{j\ne i}J_{ij}(a_i-a_j)$, for example

$$(Ha)_0=(2-x)a_0-a_1-a_2+xa_3 .$$

Subtracting the equation for site 3 gives $(2-2x)(a_0-a_3)$, and $a_1-a_2$ behaves alike. The combination $a_0+a_3-a_1-a_2$ is multiplied by $4$, and the sum of all four by $0$. If $E$ is neither $2-2x$ nor $4$, all amplitudes are equal and $E=0$: that is the high-spin state.

Q: And the singlet?

A: Put a pair singlet on each diagonal. Let $b_{ij}$ be the amplitude with sites $i,j$ flipped: $b_{01}=b_{23}=1$, $b_{02}=b_{13}=-1$, $b_{03}=b_{12}=0$ (normalised, $\pm1/2$). At $b_{01}$, swaps 0–2 and 1–3 contribute $1$ each, the two diagonals $-2x$ each, and the parallel pairs nothing, so the total is $2-4x$. At $b_{03}$ the ring terms cancel. The rest follows by symmetry.

With $x=3/4$, the one-flip energies are $0,\tfrac12,\tfrac12,4$, while the singlet sits at $1+1-\tfrac32-\tfrac32=-1$.

Q: Does the Lean code describe these spins, or only something with the same numbers?

A: A state is a complex amplitude for each configuration, with `true` for a flipped spin. `HasFlips n` confines it to one sector.

```lean
import Mathlib

open scoped ComplexOrder

namespace SpinFlipFailure

noncomputable section

/-- A state of four spins one-half: an amplitude for each configuration, `true` marking a
flipped spin. -/
abbrev State := (Fin 4 → Bool) → ℂ

/-- The number of flipped spins in a configuration. -/
def flips (s : Fin 4 → Bool) : ℕ := ∑ i, (s i).toNat

/-- The state has amplitude only on configurations with exactly `n` flipped spins. -/
def HasFlips (n : ℕ) (ψ : State) : Prop := ∀ s, flips s ≠ n → ψ s = 0
```

The Hamiltonian is the sum above, each pair counted once.

```lean
/-- The operator `P_ij` that exchanges the spins on sites `i` and `j`. -/
def exchange (i j : Fin 4) (ψ : State) : State := fun s => ψ (s ∘ Equiv.swap i j)

/-- The exchange Hamiltonian `H = ∑ J_ij (1 - P_ij)`, summed over pairs `i < j`. -/
def hamiltonian (J : Matrix (Fin 4) (Fin 4) ℝ) (ψ : State) : State := fun s =>
  ∑ i, ∑ j, if i < j then (J i j : ℂ) * (ψ s - exchange i j ψ s) else 0

/-- Couplings `1` around a four-site ring and `-x` on its two diagonals. -/
def coupling (x : ℝ) : Matrix (Fin 4) (Fin 4) ℝ :=
  !![0, 1, 1, -x; 1, 0, -x, 1; 1, -x, 0, 1; -x, 1, 1, 0]
```

Q: What makes a state a singlet there?

A: Both total ladder operators annihilate it. `turn true` is the textbook $S^-$ if flipped means down, and `turn false` is $S^+$. `highSpin` is $S^-$ applied to the aligned state; its four amplitudes are $1$, or $1/2$ after normalisation.

```lean
/-- The total spin ladder operators: `turn true` flips one more spin, `turn false` flips one
spin back, summed over all sites. -/
def turn (b : Bool) (ψ : State) : State := fun s =>
  ∑ i, if s i = b then ψ (Function.update s i (!b)) else 0

/-- A singlet is annihilated by both total spin ladder operators. -/
def IsSinglet (ψ : State) : Prop := ∀ b, turn b ψ = 0

/-- The high-spin state with one flip: the ladder operator applied to the aligned state. -/
def highSpin : State := turn true fun s => if flips s = 0 then 1 else 0

/-- The amplitudes of the unnormalised singlet of two spins. -/
def bond (a b : Bool) : ℂ := (if b then 1 else 0) - (if a then 1 else 0)

/-- The product of two pair singlets, one on each diagonal of the ring. -/
def valenceBond : State := fun s => bond (s 0) (s 3) * bond (s 1) (s 2)
```

Q: How are operator identities checked?

A: Configuration by configuration. These lemmas write $H$, the ladder operators and the high-spin state out on four listed spins.

```lean
/-- A property of all configurations may be checked on the four spins listed in order. -/
theorem forall_config {p : (Fin 4 → Bool) → Prop} (h : ∀ a b c d, p ![a, b, c, d]) :
    ∀ s, p s := by
  intro s
  have hs : s = ![s 0, s 1, s 2, s 3] := by funext k; fin_cases k <;> rfl
  rw [hs]
  exact h _ _ _ _

/-- The Hamiltonian written out on a configuration, one term for each of the six pairs. -/
theorem hamiltonian_apply (x : ℝ) (ψ : State) (a b c d : Bool) :
    hamiltonian (coupling x) ψ ![a, b, c, d] =
      (ψ ![a, b, c, d] - ψ ![b, a, c, d]) + (ψ ![a, b, c, d] - ψ ![c, b, a, d])
      - x * (ψ ![a, b, c, d] - ψ ![d, b, c, a]) - x * (ψ ![a, b, c, d] - ψ ![a, c, b, d])
      + (ψ ![a, b, c, d] - ψ ![a, d, c, b]) + (ψ ![a, b, c, d] - ψ ![a, b, d, c]) := by
  have h1 : ![a, b, c, d] ∘ Equiv.swap (0 : Fin 4) 1 = ![b, a, c, d] := by
    funext k; fin_cases k <;> rfl
  have h2 : ![a, b, c, d] ∘ Equiv.swap (0 : Fin 4) 2 = ![c, b, a, d] := by
    funext k; fin_cases k <;> rfl
  have h3 : ![a, b, c, d] ∘ Equiv.swap (0 : Fin 4) 3 = ![d, b, c, a] := by
    funext k; fin_cases k <;> rfl
  have h4 : ![a, b, c, d] ∘ Equiv.swap (1 : Fin 4) 2 = ![a, c, b, d] := by
    funext k; fin_cases k <;> rfl
  have h5 : ![a, b, c, d] ∘ Equiv.swap (1 : Fin 4) 3 = ![a, d, c, b] := by
    funext k; fin_cases k <;> rfl
  have h6 : ![a, b, c, d] ∘ Equiv.swap (2 : Fin 4) 3 = ![a, b, d, c] := by
    funext k; fin_cases k <;> rfl
  simp [hamiltonian, exchange, coupling, Fin.sum_univ_four, h1, h2, h3, h4, h5, h6]
  ring

/-- The ladder operators written out on a configuration, one term for each site. -/
theorem turn_apply (e : Bool) (ψ : State) (a b c d : Bool) :
    turn e ψ ![a, b, c, d] =
      (if a = e then ψ ![!e, b, c, d] else 0) + (if b = e then ψ ![a, !e, c, d] else 0)
      + (if c = e then ψ ![a, b, !e, d] else 0) + (if d = e then ψ ![a, b, c, !e] else 0) := by
  have h0 : Function.update ![a, b, c, d] 0 (!e) = ![!e, b, c, d] := by
    funext k; fin_cases k <;> rfl
  have h1 : Function.update ![a, b, c, d] 1 (!e) = ![a, !e, c, d] := by
    funext k; fin_cases k <;> rfl
  have h2 : Function.update ![a, b, c, d] 2 (!e) = ![a, b, !e, d] := by
    funext k; fin_cases k <;> rfl
  have h3 : Function.update ![a, b, c, d] 3 (!e) = ![a, b, c, !e] := by
    funext k; fin_cases k <;> rfl
  simp only [turn, Fin.sum_univ_four, h0, h1, h2, h3]
  rfl

/-- The high-spin state has equal amplitudes on the configurations with one flip. -/
theorem highSpin_apply (a b c d : Bool) : highSpin ![a, b, c, d] =
    if a.toNat + b.toNat + c.toNat + d.toNat = 1 then 1 else 0 := by
  rw [highSpin, turn_apply]
  cases a <;> cases b <;> cases c <;> cases d <;> simp [flips, Fin.sum_univ_four]
```

Q: What exactly does the main theorem say?

A: For $1/2<x<1$, a nonzero one-flip eigenstate has either $E>0$ or $E=0$ and is a multiple of `highSpin`. Here $E$ is complex, and `0 < E` means real and positive. The theorem also states that `highSpin` is a nonzero one-flip state of energy zero, and that `valenceBond` is a nonzero two-flip singlet of energy $2-4x<0$.

The proof forms the combinations above with `linear_combination`, and `mul_left_cancel₀` removes the nonzero factors $E-(2-2x)$ and $E-4$. The singlet claims are finite case checks.

```lean
/-- For `1/2 < x < 1` every one-flip energy is positive except the high-spin value `0`, whose
eigenvectors are the multiples of one state; yet a two-flip singlet has energy `2 - 4x < 0`. -/
theorem single_flip_fails {x : ℝ} (hx : 1 / 2 < x) (hx1 : x < 1) :
    (∀ (E : ℂ) (ψ : State), HasFlips 1 ψ → ψ ≠ 0 → hamiltonian (coupling x) ψ = E • ψ →
      0 < E ∨ (E = 0 ∧ ∃ c : ℂ, ψ = c • highSpin)) ∧
    (highSpin ≠ 0 ∧ HasFlips 1 highSpin ∧ hamiltonian (coupling x) highSpin = 0) ∧
    (valenceBond ≠ 0 ∧ HasFlips 2 valenceBond ∧ IsSinglet valenceBond ∧
      hamiltonian (coupling x) valenceBond = (2 - 4 * x : ℂ) • valenceBond ∧
      2 - 4 * x < 0) := by
  refine ⟨fun E ψ hψ hne h => ?_, ⟨?_, ?_, ?_⟩, ?_, ?_, ?_, ?_, by linarith⟩
  · have e := fun a b c d =>
      (hamiltonian_apply x ψ a b c d).symm.trans (congrFun h ![a, b, c, d])
    simp only [Pi.smul_apply, smul_eq_mul] at e
    have e0 := e true false false false
    have e1 := e false true false false
    have e2 := e false false true false
    have e3 := e false false false true
    by_cases hd : E = 2 - 2 * x
    · left
      have : (0 : ℝ) < 2 - 2 * x := by linarith
      rw [hd]
      exact_mod_cast this
    by_cases h4 : E = 4
    · left
      rw [h4]
      norm_num
    -- away from the energies 2 - 2x and 4 all four amplitudes agree
    have d : ψ ![true, false, false, false] - ψ ![false, false, false, true] = 0 :=
      mul_left_cancel₀ (sub_ne_zero.2 hd) (by linear_combination e3 - e0)
    have d' : ψ ![false, true, false, false] - ψ ![false, false, true, false] = 0 :=
      mul_left_cancel₀ (sub_ne_zero.2 hd) (by linear_combination e2 - e1)
    have A : ψ ![true, false, false, false] + ψ ![false, false, false, true]
        - ψ ![false, true, false, false] - ψ ![false, false, true, false] = 0 :=
      mul_left_cancel₀ (sub_ne_zero.2 h4) (by linear_combination e1 + e2 - e0 - e3)
    have h1 : ψ ![false, true, false, false] = ψ ![true, false, false, false] := by
      linear_combination (d' - d - A) / 2
    have h2 : ψ ![false, false, true, false] = ψ ![true, false, false, false] := by
      linear_combination h1 - d'
    have h3 : ψ ![false, false, false, true] = ψ ![true, false, false, false] := by
      linear_combination -d
    have hc : ψ = ψ ![true, false, false, false] • highSpin := by
      refine funext (forall_config fun a b c d => ?_)
      rw [Pi.smul_apply, highSpin_apply]
      cases a <;> cases b <;> cases c <;> cases d <;> simp [h1, h2, h3] <;>
        exact hψ _ (by decide)
    refine Or.inr ⟨?_, _, hc⟩
    -- the common amplitude is nonzero, so the energy vanishes
    have hp : ψ ![true, false, false, false] ≠ 0 := fun h0 => hne (by rw [hc, h0, zero_smul])
    refine mul_right_cancel₀ hp ?_
    rw [h1, h2, h3] at e0
    linear_combination -e0
  · intro h
    have := congrFun h ![true, false, false, false]
    simp [highSpin_apply] at this
  · refine forall_config fun a b c d => ?_
    rw [highSpin_apply]
    cases a <;> cases b <;> cases c <;> cases d <;> simp [flips, Fin.sum_univ_four]
  · refine funext (forall_config fun a b c d => ?_)
    rw [hamiltonian_apply]
    cases a <;> cases b <;> cases c <;> cases d <;> simp [highSpin_apply]
  · intro h
    have := congrFun h ![true, true, false, false]
    simp [valenceBond, bond] at this
  · refine forall_config fun a b c d => ?_
    cases a <;> cases b <;> cases c <;> cases d <;>
      simp [flips, Fin.sum_univ_four, valenceBond, bond]
  · refine fun e => funext (forall_config fun a b c d => ?_)
    rw [turn_apply]
    cases e <;> cases a <;> cases b <;> cases c <;> cases d <;> simp [valenceBond, bond]
  · refine funext (forall_config fun a b c d => ?_)
    rw [hamiltonian_apply]
    cases a <;> cases b <;> cases c <;> cases d <;> simp [valenceBond, bond] <;> ring
```

Q: Does this count against spin-flip equation-of-motion calculations?

A: It shows that the lowest one-flip energy, even computed exactly, need not be the ground-state energy: starting from four aligned spins, a singlet needs two flips. The one-flip energies still carry information about it: within this model they fix $x$, and $H$ with that $x$ gives the singlet energy. Applying that to a molecule requires its low-lying states to follow this $H$ with such couplings, which is a separate physical assumption.

Q: Could another two-flip state lie lower still, or go negative at smaller $x$?

A: No. Set $u=b_{01}+b_{23}$, $v=b_{02}+b_{13}$, $w=b_{03}+b_{12}$. From

$$\begin{aligned}(Hb)_{01}&=(2-2x)b_{01}+xv-w,\\ (Hb)_{03}&=4b_{03}-u-v\end{aligned}$$

and their mirror images, six combinations decouple:

- $b_{01}-b_{23}$ and $b_{02}-b_{13}$, with energy $2-2x$
- $b_{03}-b_{12}$, with $4$
- $u-v$, with $2-4x$
- $u+v+w$, with $0$
- $u+v-2w$, with $6$

At any other $E$ all six vanish, and so does the state. Lean argues the same way, by contradiction.

```lean
/-- Every energy of a nonzero two-flip eigenstate is `0`, `4`, `6`, `2 - 2x` or `2 - 4x`. -/
theorem twoFlip_energies {x : ℝ} {E : ℂ} {ψ : State} (hψ : HasFlips 2 ψ) (hne : ψ ≠ 0)
    (h : hamiltonian (coupling x) ψ = E • ψ) :
    E = 0 ∨ E = 4 ∨ E = 6 ∨ E = 2 - 2 * x ∨ E = 2 - 4 * x := by
  by_contra hE
  simp only [not_or] at hE
  obtain ⟨h0, h4, h6, hd, hr⟩ := hE
  have e := fun a b c d =>
    (hamiltonian_apply x ψ a b c d).symm.trans (congrFun h ![a, b, c, d])
  simp only [Pi.smul_apply, smul_eq_mul] at e
  have e1 := e true true false false
  have e2 := e false false true true
  have e3 := e true false true false
  have e4 := e false true false true
  have e5 := e true false false true
  have e6 := e false true true false
  -- six decoupled combinations of the amplitudes, each forced to vanish
  have d1 : ψ ![true, true, false, false] - ψ ![false, false, true, true] = 0 :=
    mul_left_cancel₀ (sub_ne_zero.2 hd) (by linear_combination e2 - e1)
  have d2 : ψ ![true, false, true, false] - ψ ![false, true, false, true] = 0 :=
    mul_left_cancel₀ (sub_ne_zero.2 hd) (by linear_combination e4 - e3)
  have d3 : ψ ![true, false, false, true] - ψ ![false, true, true, false] = 0 :=
    mul_left_cancel₀ (sub_ne_zero.2 h4) (by linear_combination e6 - e5)
  have R : ψ ![true, true, false, false] + ψ ![false, false, true, true]
      - ψ ![true, false, true, false] - ψ ![false, true, false, true] = 0 :=
    mul_left_cancel₀ (sub_ne_zero.2 hr) (by linear_combination e3 + e4 - e1 - e2)
  have S : ψ ![true, true, false, false] + ψ ![false, false, true, true]
      + ψ ![true, false, true, false] + ψ ![false, true, false, true]
      + ψ ![true, false, false, true] + ψ ![false, true, true, false] = 0 :=
    mul_left_cancel₀ h0 (by linear_combination -e1 - e2 - e3 - e4 - e5 - e6)
  have T : ψ ![true, true, false, false] + ψ ![false, false, true, true]
      + ψ ![true, false, true, false] + ψ ![false, true, false, true]
      - 2 * (ψ ![true, false, false, true] + ψ ![false, true, true, false]) = 0 :=
    mul_left_cancel₀ (sub_ne_zero.2 h6)
      (by linear_combination 2 * e5 + 2 * e6 - e1 - e2 - e3 - e4)
  have p1 : ψ ![true, true, false, false] = 0 := by
    linear_combination (2 * S + T) / 12 + R / 4 + d1 / 2
  have p2 : ψ ![false, false, true, true] = 0 := by linear_combination p1 - d1
  have p3 : ψ ![true, false, true, false] = 0 := by
    linear_combination (2 * S + T) / 12 - R / 4 + d2 / 2
  have p4 : ψ ![false, true, false, true] = 0 := by linear_combination p3 - d2
  have p5 : ψ ![true, false, false, true] = 0 := by
    linear_combination (S - T) / 6 + d3 / 2
  have p6 : ψ ![false, true, true, false] = 0 := by linear_combination p5 - d3
  refine hne (funext (forall_config fun a b c d => ?_))
  change ψ ![a, b, c, d] = 0
  cases a <;> cases b <;> cases c <;> cases d <;>
    first | assumption | exact hψ _ (by decide)
```

Comparing the five values gives the lower bound $2-4x$ for $x\ge1/2$, which `valenceBond` attains for $1/2<x<1$. For $x\le1/2$ no two-flip energy is negative.

```lean
/-- For `x ≥ 1/2` no nonzero two-flip eigenstate has an energy below `2 - 4x`. -/
theorem twoFlip_lowest {x : ℝ} (hx : 1 / 2 ≤ x) {E : ℂ} {ψ : State} (hψ : HasFlips 2 ψ)
    (hne : ψ ≠ 0) (h : hamiltonian (coupling x) ψ = E • ψ) :
    ((2 - 4 * x : ℝ) : ℂ) ≤ E := by
  rw [Complex.le_def]
  rcases twoFlip_energies hψ hne h with h | h | h | h | h <;> rw [h] <;>
    constructor <;> simp <;> linarith

/-- For `x ≤ 1/2` no nonzero two-flip eigenstate has a negative energy. -/
theorem twoFlip_nonneg {x : ℝ} (hx : x ≤ 1 / 2) {E : ℂ} {ψ : State} (hψ : HasFlips 2 ψ)
    (hne : ψ ≠ 0) (h : hamiltonian (coupling x) ψ = E • ψ) : 0 ≤ E := by
  rw [Complex.le_def]
  rcases twoFlip_energies hψ hne h with h | h | h | h | h <;> rw [h] <;>
    constructor <;> simp <;> linarith

end

end SpinFlipFailure
```

```lean
#print axioms SpinFlipFailure.single_flip_fails
#print axioms SpinFlipFailure.twoFlip_lowest
#print axioms SpinFlipFailure.twoFlip_nonneg
```

```
'SpinFlipFailure.single_flip_fails' depends on axioms: [propext, Classical.choice, Quot.sound]
'SpinFlipFailure.twoFlip_lowest' depends on axioms: [propext, Classical.choice, Quot.sound]
'SpinFlipFailure.twoFlip_nonneg' depends on axioms: [propext, Classical.choice, Quot.sound]
```
